# A large level shift turns the diagonalization of a fixed Fock matrix with one occupied orbital into a steepest-descent step

A self-consistent field calculation with a strong level shift can look converged when it is not. The orbitals hardly change from one iteration to the next, and the small change may be read as a sign that the equations are nearly solved. It may equally be produced by the shift. One can tell the two apart by evaluating the coupling between occupied and virtual orbitals directly, or by knowing how the orbital rotation depends on the shift \(b\) when that coupling is not zero. The second route is followed here.

For one occupied orbital and a Fock matrix held fixed while \(b\) grows, the rotation is \(-g/b\) to leading order, where \(g\) is the occupied–virtual coupling. The product of shift and rotation therefore measures the remaining coupling, while the rotation alone does not.

## The shifted matrix and its lowest state

Let \(E\) be the space of virtual orbitals, a real or complex inner product space of any dimension. The scalar field is written `𝕜`.

In Lean 4 with Mathlib:

```lean
import Mathlib

open Filter Topology Matrix

namespace LargeShiftOrbitalRotation

noncomputable section

variable {𝕜 E : Type*} [RCLike 𝕜] [NormedAddCommGroup E] [InnerProductSpace 𝕜 E]
```

Energies are measured from that of the current occupied orbital, so the occupied diagonal element is zero. The coupling \(g\) is a vector in \(E\), the virtual block is a bounded operator \(H\) on \(E\), and the level shift adds a real number \(b\) to that block:

\[
F_b=\begin{pmatrix}0&g^\dagger\\ g&H+b\end{pmatrix},\qquad
F_b\begin{pmatrix}c\\x\end{pmatrix}=\begin{pmatrix}\langle g,x\rangle\\ cg+Hx+bx\end{pmatrix}.
\]

In `shiftedFock` the pair `v` is \((c,x)\), with `v.1` the occupied amplitude and `v.2` the virtual component. The inner product is conjugate-linear in its first argument, so `inner 𝕜 g v.2` is \(g^\dagger x\).

```lean
/-- The level-shifted Fock matrix `[[0, g†], [g, H + b]]` acting on a pair
(occupied amplitude, virtual component). -/
def shiftedFock (H : E →L[𝕜] E) (g : E) (b : ℝ) (v : 𝕜 × E) : 𝕜 × E :=
  (inner 𝕜 g v.2, v.1 • g + H v.2 + (b : 𝕜) • v.2)
```

The new occupied orbital is written \((1,t)\), with \(t\in E\) the rotation. It is not normalised; the unit vector is \((1,t)/\sqrt{1+\|t\|^2}\). It is the lowest state, with real eigenvalue \(l\), if

\[
F_b\begin{pmatrix}1\\t\end{pmatrix}=l\begin{pmatrix}1\\t\end{pmatrix},\qquad
l\,(|c|^2+\|x\|^2)\le \operatorname{Re}\left\langle (c,x),F_b(c,x)\right\rangle\ \text{for all }(c,x).
\]

The second condition is the variational principle, multiplied through by the squared norm. These are the fields `eigen` and `lowest`. A physical Fock operator has Hermitian \(H\), but the arguments below do not use this.

```lean
/-- The orbital `(1, t)` is an eigenvector of the shifted Fock matrix with eigenvalue `l`,
and `l` is a lower bound of the energy expectation value. -/
structure IsLowestState (H : E →L[𝕜] E) (g : E) (b l : ℝ) (t : E) : Prop where
  eigen : shiftedFock H g b ((1 : 𝕜), t) = (l : 𝕜) • ((1 : 𝕜), t)
  lowest : ∀ v : 𝕜 × E, l * (‖v.1‖ ^ 2 + ‖v.2‖ ^ 2) ≤
    RCLike.re (inner 𝕜 v.1 (shiftedFock H g b v).1 + inner 𝕜 v.2 (shiftedFock H g b v).2)
```

The direction \(-g\) is that of steepest descent for the energy of the normalised orbital,

\[
\frac{2\operatorname{Re}\langle g,t\rangle+\operatorname{Re}\langle t,(H+b)t\rangle}{1+\|t\|^2}
=2\operatorname{Re}\langle g,t\rangle+O(\|t\|^2).
\]

Its gradient at \(t=0\) is \(2g\). The vector \(-g/b\) is therefore a steepest-descent step: half the negative gradient, multiplied by \(1/b\).

## From the eigenvalue equation to an exact step

The two components of the eigenvalue equation are

\[
\langle g,t\rangle=l,\qquad g+Ht+bt=lt .
\]

The proof takes the first and second components of `eigen` and simplifies.

```lean
variable {H : E →L[𝕜] E} {g : E}

/-- The occupied and virtual components of the eigenvalue equation. -/
theorem block_equations {b l : ℝ} {t : E} (h : IsLowestState H g b l t) :
    inner 𝕜 g t = (l : 𝕜) ∧ g + H t + (b : 𝕜) • t = (l : 𝕜) • t := by
  constructor
  · simpa [shiftedFock] using congrArg Prod.fst h.eigen
  · simpa [shiftedFock] using congrArg Prod.snd h.eigen
```

Inserting the first equation into the second and solving for \(bt\) gives

\[
bt=\langle g,t\rangle t-Ht-g .
\]

This is exact at every shift. Apart from \(-g\), the right-hand side contains one linear and one quadratic term in \(t\), so the limit follows once \(t\) is known to vanish.

```lean
/-- The shifted rotation `b t` equals `-g` plus terms that are linear and quadratic in `t`. -/
theorem step_equation {b l : ℝ} {t : E} (h : IsLowestState H g b l t) :
    (b : 𝕜) • t = inner 𝕜 g t • t - H t - g := by
  obtain ⟨h1, h2⟩ := block_equations h
  rw [h1, ← h2]
  abel
```

## The rotation vanishes

The unrotated orbital \((1,0)\) has energy expectation value zero, so the variational principle gives \(l\le 0\). The virtual equation can be written as

\[
(b-l)\,t=-(g+Ht).
\]

Taking norms, and using \(b\le b-l\le|b-l|\), we obtain

\[
b\|t\|\le|b-l|\,\|t\|=\|g+Ht\|\le\|g\|+\|H\|\,\|t\|,
\]

and hence \((b-\|H\|)\|t\|\le\|g\|\). In the code, `hl` is the trial-vector step, `key` the rearranged equation and `hn` its norm; `nlinarith` combines the inequalities.

```lean
/-- An inequality between the orbital rotation and the coupling: `(b - ‖H‖) ‖t‖ ≤ ‖g‖`. -/
theorem rotation_bound {b l : ℝ} {t : E} (h : IsLowestState H g b l t) :
    (b - ‖H‖) * ‖t‖ ≤ ‖g‖ := by
  obtain ⟨-, h2⟩ := block_equations h
  -- the unrotated occupied orbital is a trial state of energy zero
  have hl : l ≤ 0 := by
    have h0 := h.lowest ((1 : 𝕜), (0 : E))
    simpa [shiftedFock] using h0
  have key : ((b - l : ℝ) : 𝕜) • t = -(g + H t) := by
    rw [RCLike.ofReal_sub, sub_smul, ← h2]
    abel
  have hn : |b - l| * ‖t‖ = ‖g + H t‖ := by
    have h3 := congrArg norm key
    rwa [norm_smul, RCLike.norm_ofReal, norm_neg] at h3
  have h4 : (b - l) * ‖t‖ ≤ |b - l| * ‖t‖ :=
    mul_le_mul_of_nonneg_right (le_abs_self _) (norm_nonneg t)
  have h5 := norm_add_le g (H t)
  have h6 := H.le_opNorm t
  have h7 := mul_nonneg (neg_nonneg.2 hl) (norm_nonneg t)
  nlinarith
```

For \(b>\|H\|\) we may divide:

\[
\|t(b)\|\le\frac{\|g\|}{b-\|H\|}\longrightarrow 0 .
\]

The hypothesis `∀ᶠ b in atTop` says that \((1,t(b))\) is a lowest state for all sufficiently large \(b\). The family \(t(b)\) is given, and no continuity in \(b\) is assumed. The squeeze lemma `squeeze_zero_norm'` carries out the comparison.

```lean
/-- The orbital rotation vanishes in the limit of a large level shift. -/
theorem rotation_tendsto_zero {l : ℝ → ℝ} {t : ℝ → E}
    (h : ∀ᶠ b in atTop, IsLowestState H g b (l b) (t b)) :
    Tendsto t atTop (𝓝 0) := by
  have h1 : Tendsto (fun b : ℝ => b - ‖H‖) atTop atTop := by
    simpa [sub_eq_add_neg] using
      tendsto_atTop_add_const_right atTop (-‖H‖) (tendsto_id (α := ℝ))
  refine squeeze_zero_norm' ?_ (h1.const_div_atTop ‖g‖)
  filter_upwards [h, eventually_gt_atTop ‖H‖] with b hs hb
  rw [le_div_iff₀ (sub_pos.2 hb), mul_comm]
  exact rotation_bound hs
```

## The steepest-descent limit and its first correction

The map \(x\mapsto\langle g,x\rangle x-Hx-g\) is continuous and takes the value \(-g\) at \(x=0\). Since \(t(b)\to0\), the exact step equation gives

\[
b\,t(b)=\langle g,t(b)\rangle t(b)-Ht(b)-g\longrightarrow -g .
\]

In the proof, `hc` is the continuity statement, `h1` its composition with \(t(b)\to 0\), and the last line replaces the expression by \(b\,t(b)\) for large \(b\).

```lean
/-- Large-shift limit: the rotation `t(b)` obtained by diagonalizing the shifted Fock matrix
satisfies `b t(b) → -g`, the steepest-descent direction. -/
theorem shifted_rotation_tendsto {l : ℝ → ℝ} {t : ℝ → E}
    (h : ∀ᶠ b in atTop, IsLowestState H g b (l b) (t b)) :
    Tendsto (fun b : ℝ => (b : 𝕜) • t b) atTop (𝓝 (-g)) := by
  have hi : Continuous fun x : E => inner 𝕜 g x := (innerSL 𝕜 g).continuous
  have hc : Continuous fun x : E => inner 𝕜 g x • x - H x - g :=
    ((hi.smul continuous_id).sub H.continuous).sub continuous_const
  have h1 : Tendsto (fun b => inner 𝕜 g (t b) • t b - H (t b) - g) atTop
      (𝓝 (inner 𝕜 g (0 : E) • (0 : E) - H 0 - g)) :=
    (hc.tendsto 0).comp (rotation_tendsto_zero h)
  have e : inner 𝕜 g (0 : E) • (0 : E) - H 0 - g = -g := by simp
  rw [e] at h1
  exact h1.congr' (h.mono fun b hb => (step_equation hb).symm)
```

For the next order, move \(g\) to the left of the step equation and multiply by \(b\):

\[
b\,(b\,t+g)=\langle g,t\rangle\,(bt)-H(bt)\longrightarrow 0\cdot(-g)-H(-g)=Hg .
\]

The previous limit supplies \(bt\to-g\), and boundedness of \(H\) lets it act on the limit. Equivalently,

\[
t(b)=-\frac{g}{b}+\frac{Hg}{b^2}+o(b^{-2}).
\]

The virtual block, which would precondition the step at moderate shift, enters only at second order in \(1/b\).

```lean
/-- The next order after the steepest-descent limit: `b (b t(b) + g) → H g`. -/
theorem steepest_descent_correction {l : ℝ → ℝ} {t : ℝ → E}
    (h : ∀ᶠ b in atTop, IsLowestState H g b (l b) (t b)) :
    Tendsto (fun b : ℝ => (b : 𝕜) • ((b : 𝕜) • t b + g)) atTop (𝓝 (H g)) := by
  have hs := shifted_rotation_tendsto h
  have hi : Tendsto (fun b => inner 𝕜 g (t b)) atTop (𝓝 (inner 𝕜 g (0 : E))) :=
    ((innerSL 𝕜 g).continuous.tendsto 0).comp (rotation_tendsto_zero h)
  have hH : Tendsto (fun b : ℝ => H ((b : 𝕜) • t b)) atTop (𝓝 (H (-g))) :=
    (H.continuous.tendsto (-g)).comp hs
  have h3 := (hi.smul hs).sub hH
  have e : inner 𝕜 g (0 : E) • (-g) - H (-g) = H g := by simp
  rw [e] at h3
  refine h3.congr' (h.mono fun b hb => ?_)
  -- multiply the exact residual by the shift
  have e' : (b : 𝕜) • t b + g = inner 𝕜 g (t b) • t b - H (t b) := by
    rw [step_equation hb]
    abel
  show inner 𝕜 g (t b) • ((b : 𝕜) • t b) - H ((b : 𝕜) • t b)
    = (b : 𝕜) • ((b : 𝕜) • t b + g)
  rw [e', smul_sub, map_smul, smul_comm]
```

## Two real orbitals

With one virtual orbital, \(H\) is multiplication by a real number \(D\), the virtual level relative to the occupied one. The block equations become \(gt=l\) and \(g+(D+b)t=lt\). Multiplying the second by \(g\) gives the secular equation

\[
g^2+(D+b)l=l^2 .
\]

An eigenvector \((1,t)\) with \(l<0\) is then automatically the lowest state. Subtract \(l(c^2+x^2)\) from the energy of \((c,x)\) and call the difference \(Q\):

\[
Q=-lc^2+2gcx+(D+b-l)x^2,\qquad (-l)\,Q=(lc-gx)^2\ge0 .
\]

The second identity uses \(-l(D+b-l)=g^2\), which is the secular equation again. Since \(-l>0\), it follows that \(Q\ge0\). These are `h3`, `e` and `hQ` in the proof.

```lean
/-- For two real orbitals, an eigenvector `(1, t)` with negative eigenvalue is a
lowest state. -/
theorem two_level_lowest {D g b l t : ℝ} (hl : l < 0) (h1 : g * t = l)
    (h2 : g + (D + b) * t = l * t) :
    IsLowestState (𝕜 := ℝ) (D • ContinuousLinearMap.id ℝ ℝ) g b l t := by
  have h3 : g ^ 2 + (D + b) * l = l ^ 2 := by
    linear_combination g * h2 + (l - (D + b)) * h1
  constructor
  · apply Prod.ext
    · simp [shiftedFock]
      linarith
    · simp [shiftedFock]
      linarith
  · rintro ⟨c, x⟩
    -- the energy above `l` is a perfect square divided by `-l`
    have e : (-l) * (-l * c ^ 2 + 2 * g * c * x + (D + b - l) * x ^ 2)
        = (l * c - g * x) ^ 2 := by
      linear_combination (-x ^ 2) * h3
    have hQ : 0 ≤ -l * c ^ 2 + 2 * g * c * x + (D + b - l) * x ^ 2 := by
      by_contra hn
      have h4 := mul_neg_of_pos_of_neg (neg_pos.2 hl) (not_le.1 hn)
      rw [e] at h4
      exact absurd h4 (not_lt.2 (sq_nonneg _))
    simp [shiftedFock]
    nlinarith [hQ]
```

The lower root of the secular equation is

\[
l=\frac{(D+b)-\sqrt{(D+b)^2+4g^2}}{2}.
\]

```lean
/-- The lower root of the secular equation of `[[0, g], [g, D + b]]`. -/
def lowerLevel (D g b : ℝ) : ℝ := ((D + b) - √((D + b) ^ 2 + 4 * g ^ 2)) / 2
```

For \(g\ne0\) the square root exceeds \(D+b\), so \(l<0\). Setting \(t=l/g\) satisfies both block equations, and the preceding lemma makes \((1,l/g)\) a lowest state. Such a state therefore exists for every real \(D\) and \(b\). For a general virtual space, existence is a hypothesis of the limit theorems.

```lean
/-- For two coupled real orbitals the lowest state exists at every shift, with rotation
`lowerLevel D g b / g`. -/
theorem isLowestState_witness {g : ℝ} (hg : g ≠ 0) (D b : ℝ) :
    IsLowestState (𝕜 := ℝ) (D • ContinuousLinearMap.id ℝ ℝ) g b
      (lowerLevel D g b) (lowerLevel D g b / g) := by
  have hg2 : 0 < g ^ 2 := by positivity
  have hs : √((D + b) ^ 2 + 4 * g ^ 2) ^ 2 = (D + b) ^ 2 + 4 * g ^ 2 :=
    Real.sq_sqrt (by positivity)
  have hq : g ^ 2 + (D + b) * lowerLevel D g b = lowerLevel D g b ^ 2 := by
    unfold lowerLevel
    linear_combination (-1 / 4) * hs
  have hl : lowerLevel D g b < 0 := by
    have h1 : D + b < √((D + b) ^ 2 + 4 * g ^ 2) := Real.lt_sqrt_of_sq_lt (by linarith)
    unfold lowerLevel
    linarith
  refine two_level_lowest hl (by field_simp) ?_
  field_simp
  linear_combination hq
```

Take \(D=1\) and \(g=1\). At \(b=9\) the secular equation is \(l^2-10l-1=0\), so \(l=t=5-\sqrt{26}\approx-0.0990\). The normalised orbital is about \((0.9951,-0.0985)\). At \(b=99\), \(l=t=50-\sqrt{2501}\approx-0.0100\).

| \(b\) | \(b\,t\) | \(b\,(b\,t+g)\) |
|---|---|---|
| 9 | −0.8912 | 0.979 |
| 99 | −0.9899 | 0.9998 |

The columns approach \(-g=-1\) and \(Dg=1\). The rotation falls by about a factor of ten between the rows, although the coupling is the same in both.

The last theorem uses the explicit \(2\times2\) matrix, with "lowest" in its spectral sense: `heig` says that \((1,t(b))\) is an eigenvector with eigenvalue \(l(b)\), and `hlow` that \(l(b)\) is no larger than any real eigenvalue \(\mu\). Both are required at every real \(b\). The condition \(g\ne0\) ensures that the lowest eigenvector can always be scaled to have first component 1.

To connect this with the variational definition, we need \(l<0\). The secular equation shows that \((g,D+b-l)\) is an eigenvector with eigenvalue \(D+b-l\):

\[
\begin{pmatrix}0&g\\g&D+b\end{pmatrix}\begin{pmatrix}g\\D+b-l\end{pmatrix}
=(D+b-l)\begin{pmatrix}g\\D+b-l\end{pmatrix}.
\]

It is nonzero because \(g\ne0\), so `hlow` gives \(l\le D+b-l\). If \(l\ge0\), then \(l(D+b-l)\ge0\), whereas the secular equation says that this product is \(-g^2<0\). Hence \(l<0\), the state is lowest in the variational sense, and the general limit gives \(b\,t(b)\to-g\). In the code, `h4` is the comparison of eigenvalues and `hl` the contradiction.

```lean
/-- Two-orbital case: if `(1, t(b))` is an eigenvector of `[[0, g], [g, D + b]]` for its
lowest eigenvalue and `g ≠ 0`, then `b t(b) → -g`. -/
theorem two_level_rotation_tendsto {D g : ℝ} (hg : g ≠ 0) {l t : ℝ → ℝ}
    (heig : ∀ b, !![0, g; g, D + b] *ᵥ ![1, t b] = l b • ![1, t b])
    (hlow : ∀ (b μ : ℝ) (v : Fin 2 → ℝ), v ≠ 0 →
      !![0, g; g, D + b] *ᵥ v = μ • v → l b ≤ μ) :
    Tendsto (fun b => b * t b) atTop (𝓝 (-g)) := by
  have h : ∀ b, IsLowestState (𝕜 := ℝ) (D • ContinuousLinearMap.id ℝ ℝ) g b (l b) (t b) := by
    intro b
    have h1 : g * t b = l b := by
      simpa [Matrix.mulVec, dotProduct, Fin.sum_univ_succ] using congrFun (heig b) 0
    have h2 : g + (D + b) * t b = l b * t b := by
      simpa [Matrix.mulVec, dotProduct, Fin.sum_univ_succ] using congrFun (heig b) 1
    have h3 : g ^ 2 + (D + b) * l b = l b ^ 2 := by
      linear_combination g * h2 + (l b - (D + b)) * h1
    -- the other eigenvalue is `D + b - l`, with eigenvector `(g, D + b - l)`
    have h4 : l b ≤ D + b - l b := by
      apply hlow b (D + b - l b) ![g, D + b - l b]
      · intro h0
        exact hg (by simpa using congrFun h0 0)
      · ext i
        fin_cases i
        · simp [Matrix.mulVec, dotProduct, Fin.sum_univ_succ, mul_comm]
        · simp [Matrix.mulVec, dotProduct, Fin.sum_univ_succ]
          linear_combination h3
    have hl : l b < 0 := by
      by_contra hn
      have h5 : 0 ≤ l b := not_lt.1 hn
      have h6 : 0 ≤ l b * (D + b - l b) := mul_nonneg h5 (h5.trans h4)
      have h7 : 0 < g ^ 2 := by positivity
      nlinarith
    exact two_level_lowest hl h1 h2
  simpa [smul_eq_mul] using shifted_rotation_tendsto (Eventually.of_forall h)

end

end LargeShiftOrbitalRotation
```

```lean
#print axioms LargeShiftOrbitalRotation.shifted_rotation_tendsto
#print axioms LargeShiftOrbitalRotation.steepest_descent_correction
#print axioms LargeShiftOrbitalRotation.two_level_rotation_tendsto
```

```
'LargeShiftOrbitalRotation.shifted_rotation_tendsto' depends on axioms: [propext, Classical.choice, Quot.sound]
'LargeShiftOrbitalRotation.steepest_descent_correction' depends on axioms: [propext, Classical.choice, Quot.sound]
'LargeShiftOrbitalRotation.two_level_rotation_tendsto' depends on axioms: [propext, Classical.choice, Quot.sound]
```

## Range of the model

In electronic-structure practice, the result describes a single diagonalization with one occupied orbital and a fixed Fock matrix, in the limit of a large shift. It does not follow the matrix through further iterations, and so does not establish convergence of the self-consistent field procedure. Several occupied orbitals would turn \(t\) into a matrix or operator, which these theorems do not treat.

The general theorems could also have been modelled with the condition \(l\le0\) in place of the variational field `lowest`. The bound on \(t\) uses the variational principle only through that inequality, so the same argument would give both limits under a weaker hypothesis. For Hermitian \(H\) and \(b>\|H\|\), an eigenvector \((1,t)\) with \(l\le0\) is in fact the lowest state. The field `lowest` states directly that the lowest orbital is the one being occupied, which is the rule that the diagonalization step is meant to represent.
